# In a two-state rate model, K-shell absorption from a flat pulse of fixed fluence grows with the pulse duration

## Two flashes and a refilling shell

An x-ray flash removes an electron from the K shell of an atom. Until the hole is refilled by Auger or fluorescence decay, let the atom absorb no further photon in that shell. This supposes that the photon energy is too low to remove the remaining K electron, which is bound more tightly while the hole is there. Split a given fluence into two equal flashes, each much shorter than the hole lifetime $1/G$. Let $F$ be the total fluence in units of the inverse absorption cross section, so that a filled shell survives one flash with probability $x=e^{-F/2}$.

The atom absorbs a photon from the first flash with probability $1-x$. After a delay $\tau$ a hole remains with probability $(1-x)e^{-G\tau}$, and the expected number of photons absorbed from both flashes is

$$(1-x)+(1-x)\bigl[1-(1-x)e^{-G\tau}\bigr]=2(1-x)-(1-x)^2e^{-G\tau}.$$

This grows with $\tau$: the atom absorbs more photons from the same fluence when the shell has time to refill between the flashes.

## The flat pulse

Now spread the fluence evenly over a duration $T$. The probability $p(t)$ that the K shell is filled obeys

$$p'=-\frac FT\,p+G(1-p),\qquad p(0)=1,$$

and the expected number of absorbed photons per atom is $N(T)=\int_0^T \frac FT\,p\,dt$. The dimensionless $F$ is the photon number per area times the cross section; it is the number that a permanently filled shell would absorb. The constant $G$, often written $\Gamma$, is the total decay rate of the hole.

For fixed $F>0$ and $G>0$:

- $N$ is strictly increasing in $T>0$;
- $N(T)\to 1-e^{-F}$ as $T\to0^+$, and $N(T)\to F$ as $T\to\infty$;
- $1-e^{-F}<N(T)<F$ for every finite $T>0$.

For a rate-equation simulation restricted to these two states and a flat pulse, the closed form derived below supplies a reference value for the absorbed number.

## From the rate equation to a closed form

Write $a=F/T$, $k=a+G$ and $s=kT=F+GT$. The rate equation is $p'+kp=G$. Multiplying by $e^{kt}$ gives $(e^{kt}p)'=Ge^{kt}$, and integrating from $0$ with $p(0)=1$ gives

$$p(t)=\frac{G+a\,e^{-kt}}{k}.$$

To integrate $p$, use $p=(G-p')/k$:

$$N=a\int_0^T p\,dt=\frac ak\bigl(GT+1-p(T)\bigr).$$

Here $a/k=F/s$, $GT=s-F$ and $1-p(T)=F(1-e^{-s})/s$. Therefore

$$N=\frac Fs\left(s-F+\frac{F(1-e^{-s})}{s}\right)=F-F^2h(s),\qquad h(s)=\frac{s-1+e^{-s}}{s^2}.$$

The term $F^2h(s)$ is the absorption lost to holes.

## Monotonicity and the two limits

Differentiating $h$ gives

$$h'(s)=-\frac{g(s)}{s^3},\qquad g(s)=s-2+(s+2)e^{-s}.$$

We have $g(0)=0$ and $g'(s)=1-(s+1)e^{-s}$, which is positive for $s>0$ because $e^s>1+s$. Hence $g(s)>0$ and $h$ is strictly decreasing on $s>0$. Since $s=F+GT$ increases with $T$, so does $N$.

As $T\to0^+$, $s\to F$ and

$$N\to F-F^2h(F)=F-(F-1+e^{-F})=1-e^{-F}.$$

As $T\to\infty$, $s\to\infty$. From $0\le s-1+e^{-s}\le s$ follows $0\le h(s)\le 1/s$, so $h(s)\to0$ and $N\to F$.

For the strict bounds, $s>F$ gives $h(s)<h(F)$ and thus $N>1-e^{-F}$, while $h(s)>0$ gives $N<F$.

## Numbers for unit fluence

Take $F=1$. The short-pulse limit is $1-e^{-1}\approx0.632$. If the pulse lasts one hole lifetime, $GT=1$ and $s=2$, so

$$N=1-\frac{1+e^{-2}}{4}\approx1-0.284=0.716.$$

For nine lifetimes, $s=10$ and $N=1-(9+e^{-10})/100\approx0.910$.

## Without refilling

Set $G=0$ and keep $F>0$. Then $p(t)=e^{-Ft/T}$ and $N=1-e^{-F}$ for every duration. The absorbed number is constant, and its long-pulse limit is smaller than $F$. The hypothesis $G>0$ therefore cannot be weakened to $G\ge0$.

## How Lean expresses the populations and the limits

`IsPopulation F G T p` says that a real function `p` has `p 0 = 1`, is continuous on the closed interval $[0,T]$, and satisfies the rate equation at each interior time. Its values outside the pulse are unrestricted. No explicit formula is part of this definition. `absorbed F T p` is the integral of $\frac FT p$ from $0$ to $T$, `population a G t` is the explicit relaxation curve, and `shortfall` is $h$.

The main theorem, `absorbed_strictMono_and_limits`, takes a family `p` in which `p T` is a population for each positive duration `T`. Its conclusion has three parts: `StrictMonoOn` on `Ioi 0`, meaning $T>0$; a limit along `𝓝[>] 0`, meaning $T\to0^+$; and a limit along `atTop`, meaning $T\to\infty$. The theorem `population_solves` shows that such populations exist, and `absorbed_bounds` states the strict bounds at one duration.

All quantities are real numbers, with $G$ and $T$ in matching units. The step to a real atom is the assumption that two states with constant rates suffice. After Auger decay the ion has a different charge, its absorption edge shifts, and its supply of electrons is finite. The limit $F$ belongs to a shell that refills indefinitely and absorbs with the same cross section each time.

## The complete Lean file

```lean
import Mathlib

open Filter Topology Set

namespace KShellPulseAbsorption

noncomputable section

/-- `p` is the filled K-shell population in a flat pulse of fluence `F` and duration `T > 0`: it
starts at 1, is depleted at rate `F / T` and refilled at rate `G`. -/
structure IsPopulation (F G T : ℝ) (p : ℝ → ℝ) : Prop where
  initial : p 0 = 1
  cont : ContinuousOn p (Icc 0 T)
  rate : ∀ t ∈ Ioo 0 T, HasDerivAt p (-(F / T) * p t + G * (1 - p t)) t

/-- The expected number of photons absorbed per atom during a flat pulse of fluence `F` and duration
`T > 0`, if the K shell is filled with probability `p t` at time `t`. -/
def absorbed (F T : ℝ) (p : ℝ → ℝ) : ℝ := ∫ t in (0 : ℝ)..T, F / T * p t

/-- The relaxation curve for absorption rate `a` and refilling rate `G`, with `a + G ≠ 0`. -/
def population (a G t : ℝ) : ℝ := (G + a * Real.exp (-(a + G) * t)) / (a + G)

/-- The shortfall function `(s - 1 + exp (-s)) / s ^ 2`, for `s ≠ 0`. -/
def shortfall (s : ℝ) : ℝ := (s - 1 + Real.exp (-s)) / s ^ 2

variable {F G T a : ℝ} {p : ℝ → ℝ}

/-- The relaxation curve starts from a filled shell if `a + G ≠ 0`. -/
theorem population_zero (hk : a + G ≠ 0) : population a G 0 = 1 := by
  rw [population, mul_zero, Real.exp_zero, mul_one, add_comm G a, div_self hk]

/-- The relaxation curve obeys the rate equation at all times if `a + G ≠ 0`. -/
theorem population_hasDerivAt (hk : a + G ≠ 0) (t : ℝ) :
    HasDerivAt (population a G) (-a * population a G t + G * (1 - population a G t)) t := by
  have hu := mul_inv_cancel₀ hk
  have h := (((((hasDerivAt_id' t).const_mul (-(a + G))).exp).const_mul a).const_add G).div_const
    (a + G)
  refine h.congr_deriv ?_
  unfold population
  linear_combination G * hu

/-- For positive fluence, refilling rate and duration, the relaxation curve with absorption
rate `F / T` is a K-shell population. -/
theorem population_solves (hF : 0 < F) (hG : 0 < G) (hT : 0 < T) :
    IsPopulation F G T (population (F / T) G) := by
  have hk : F / T + G ≠ 0 := by positivity
  exact ⟨population_zero hk,
    fun t _ => (population_hasDerivAt hk t).continuousAt.continuousWithinAt,
    fun t _ => population_hasDerivAt hk t⟩

/-- If `F / T + G ≠ 0`, every K-shell population follows the relaxation curve during the
pulse. -/
theorem IsPopulation.eq_population (hp : IsPopulation F G T p) (hk : F / T + G ≠ 0)
    (t : ℝ) (ht : t ∈ Icc 0 T) : p t = population (F / T) G t := by
  rcases ht.1.eq_or_lt with h0 | h0
  · rw [← h0, hp.initial, population_zero hk]
  · have hP : Continuous (population (F / T) G) :=
      continuous_iff_continuousAt.2 fun x => (population_hasDerivAt hk x).continuousAt
    have hE : Continuous fun x : ℝ => Real.exp ((F / T + G) * x) := by fun_prop
    -- the difference of two solutions times the integrating factor has zero slope
    obtain ⟨c, _, h⟩ := exists_hasDerivAt_eq_slope
      (fun x => (p x - population (F / T) G x) * Real.exp ((F / T + G) * x)) (fun _ => 0) h0
      (((hp.cont.mono (Icc_subset_Icc_right ht.2)).sub hP.continuousOn).mul hE.continuousOn)
      (fun x hx => (((hp.rate x ⟨hx.1, hx.2.trans_le ht.2⟩).fun_sub
        (population_hasDerivAt hk x)).fun_mul
        ((hasDerivAt_id' x).const_mul (F / T + G)).exp).congr_deriv (by ring))
    simp only [hp.initial, population_zero hk, sub_self, zero_mul, sub_zero] at h
    have h1 := (div_eq_zero_iff.1 h.symm).resolve_right h0.ne'
    exact sub_eq_zero.1 ((mul_eq_zero.1 h1).resolve_right (Real.exp_pos _).ne')

/-- The integrated absorption along the relaxation curve, expressed through the population left
at time `T`, if `a + G ≠ 0`. -/
theorem integral_population (hk : a + G ≠ 0) (T : ℝ) :
    ∫ t in (0 : ℝ)..T, a * population a G t
      = a / (a + G) * (G * T + 1 - population a G T) := by
  have hu := mul_inv_cancel₀ hk
  have hP : Continuous (population a G) :=
    continuous_iff_continuousAt.2 fun x => (population_hasDerivAt hk x).continuousAt
  have hd : ∀ t ∈ uIcc 0 T, HasDerivAt (fun t => a / (a + G) * (G * t - population a G t))
      (a * population a G t) t := fun t _ =>
    ((((hasDerivAt_id' t).const_mul G).fun_sub (population_hasDerivAt hk t)).const_mul
      (a / (a + G))).congr_deriv (by linear_combination a * population a G t * hu)
  rw [intervalIntegral.integral_eq_sub_of_hasDerivAt hd
    ((continuous_const.mul hP).intervalIntegrable 0 T), population_zero hk]
  ring

/-- For positive fluence, refilling rate and duration, the absorbed number is the fluence `F`
minus `F ^ 2` times the shortfall function at `F + G * T`. -/
theorem absorbed_eq (hF : 0 < F) (hG : 0 < G) (hT : 0 < T) (hp : IsPopulation F G T p) :
    absorbed F T p = F - F ^ 2 * shortfall (F + G * T) := by
  have hk : F / T + G ≠ 0 := by positivity
  have hs0 : F + G * T ≠ 0 := by positivity
  have h1 : absorbed F T p = ∫ t in (0 : ℝ)..T, F / T * population (F / T) G t := by
    unfold absorbed
    apply intervalIntegral.integral_congr
    intro t ht
    rw [uIcc_of_le hT.le] at ht
    show F / T * p t = F / T * population (F / T) G t
    rw [hp.eq_population hk t ht]
  have hs : F / T + G = (F + G * T) / T := by
    rw [add_div, mul_div_cancel_right₀ _ hT.ne']
  have he : -((F + G * T) / T) * T = -(F + G * T) := by field_simp
  rw [h1, integral_population hk]
  unfold population shortfall
  rw [hs, he]
  generalize Real.exp (-(F + G * T)) = E
  field_simp
  ring

/-- The shortfall function is strictly decreasing for positive argument. -/
theorem shortfall_strictAntiOn : StrictAntiOn shortfall (Ioi 0) := by
  -- the numerator of the derivative has a definite sign, by the mean value theorem
  have key : ∀ s : ℝ, 0 < s → 0 < s - 2 + (s + 2) * Real.exp (-s) := by
    intro s hs
    obtain ⟨c, hc, h⟩ := exists_hasDerivAt_eq_slope
      (fun x : ℝ => x - 2 + (x + 2) * Real.exp (-x)) (fun x => 1 - (x + 1) * Real.exp (-x)) hs
      (by fun_prop)
      (fun x _ => (((hasDerivAt_id' x).sub_const 2).fun_add
        (((hasDerivAt_id' x).add_const 2).fun_mul
          (hasDerivAt_id' x).fun_neg.exp)).congr_deriv (by ring))
    have h1 := mul_lt_mul_of_pos_right (Real.add_one_lt_exp hc.1.ne') (Real.exp_pos (-c))
    rw [← Real.exp_add, add_neg_cancel, Real.exp_zero] at h1
    simp only [neg_zero, Real.exp_zero, sub_zero, zero_sub, zero_add, mul_one,
      neg_add_cancel] at h
    rw [eq_div_iff hs.ne'] at h
    have h2 := mul_pos (sub_pos.2 h1) hs
    linarith
  have hd : ∀ x : ℝ, 0 < x →
      HasDerivAt shortfall (-(x - 2 + (x + 2) * Real.exp (-x)) / x ^ 3) x := by
    intro x hx
    have hsq : HasDerivAt (fun y : ℝ => y ^ 2) (2 * x) x := by simpa using hasDerivAt_pow 2 x
    have h := (((hasDerivAt_id' x).sub_const 1).fun_add
      (hasDerivAt_id' x).fun_neg.exp).fun_div hsq (pow_ne_zero 2 hx.ne')
    refine h.congr_deriv ?_
    field_simp
    ring
  refine strictAntiOn_of_deriv_neg (convex_Ioi 0)
    (fun x hx => (hd x hx).continuousAt.continuousWithinAt) fun x hx => ?_
  rw [interior_Ioi] at hx
  rw [(hd x hx).deriv]
  exact div_neg_of_neg_of_pos (neg_neg_of_pos (key x hx)) (pow_pos hx 3)

/-- For `F ≠ 0`, subtracting `F ^ 2` times the shortfall function at `F` from `F` gives
`1 - exp (-F)`. -/
theorem shortfall_fluence (hF : F ≠ 0) : F - F ^ 2 * shortfall F = 1 - Real.exp (-F) := by
  have hq := mul_inv_cancel₀ (pow_ne_zero 2 hF)
  unfold shortfall
  linear_combination -(F - 1 + Real.exp (-F)) * hq

/-- At fixed positive fluence and refilling rate, the absorbed number strictly increases with
the pulse duration, from the limit `1 - exp (-F)` for short pulses to `F` for long ones. -/
theorem absorbed_strictMono_and_limits (hF : 0 < F) (hG : 0 < G) (p : ℝ → ℝ → ℝ)
    (hp : ∀ T, 0 < T → IsPopulation F G T (p T)) :
    StrictMonoOn (fun T => absorbed F T (p T)) (Ioi 0) ∧
    Tendsto (fun T => absorbed F T (p T)) (𝓝[>] 0) (𝓝 (1 - Real.exp (-F))) ∧
    Tendsto (fun T => absorbed F T (p T)) atTop (𝓝 F) := by
  have h : ∀ T, 0 < T → absorbed F T (p T) = F - F ^ 2 * shortfall (F + G * T) :=
    fun T hT => absorbed_eq hF hG hT (hp T hT)
  refine ⟨?_, ?_, ?_⟩
  · intro S hS T hT hST
    have hS' : 0 < S := hS
    have hT' : 0 < T := hT
    show absorbed F S (p S) < absorbed F T (p T)
    rw [h S hS', h T hT']
    have h1 : shortfall (F + G * T) < shortfall (F + G * S) :=
      shortfall_strictAntiOn (mem_Ioi.2 (by positivity)) (mem_Ioi.2 (by positivity))
        (by linarith [mul_lt_mul_of_pos_left hST hG])
    linarith [mul_lt_mul_of_pos_left h1 (pow_pos hF 2)]
  · -- short pulses: the closed form is continuous at zero duration
    have hc : ContinuousAt (fun T => F - F ^ 2 * shortfall (F + G * T)) 0 := by
      unfold shortfall
      refine continuousAt_const.sub (continuousAt_const.mul
        (ContinuousAt.div (by fun_prop) (by fun_prop) ?_))
      simpa using hF.ne'
    have hv : F - F ^ 2 * shortfall (F + G * 0) = 1 - Real.exp (-F) := by
      rw [mul_zero, add_zero, shortfall_fluence hF.ne']
    have hl : Tendsto (fun T => F - F ^ 2 * shortfall (F + G * T)) (𝓝[>] 0)
        (𝓝 (1 - Real.exp (-F))) := by
      rw [← hv]
      exact hc.tendsto.mono_left nhdsWithin_le_nhds
    refine hl.congr' ?_
    filter_upwards [self_mem_nhdsWithin] with T hT
    exact (h T hT).symm
  · -- long pulses: the shortfall lies between 0 and 1 / s
    have h0 : Tendsto shortfall atTop (𝓝 0) := by
      refine squeeze_zero' ?_ ?_ tendsto_inv_atTop_zero
      · filter_upwards with s
        exact div_nonneg (by linarith [Real.add_one_le_exp (-s)]) (sq_nonneg s)
      · filter_upwards [eventually_gt_atTop (0 : ℝ)] with s hs
        have h1 : s⁻¹ * s ^ 2 = s := by field_simp
        have h2 : Real.exp (-s) ≤ 1 := Real.exp_le_one_iff.2 (by linarith)
        rw [shortfall, div_le_iff₀ (pow_pos hs 2), h1]
        linarith
    have hlin : Tendsto (fun T : ℝ => F + G * T) atTop atTop :=
      tendsto_atTop_add_const_left _ F (tendsto_id.const_mul_atTop hG)
    have hl := ((h0.comp hlin).const_mul (F ^ 2)).const_sub F
    simp only [mul_zero, sub_zero] at hl
    refine hl.congr' ?_
    filter_upwards [eventually_gt_atTop (0 : ℝ)] with T hT
    exact (h T hT).symm

/-- For positive fluence, refilling rate and duration, the absorbed number lies strictly between
`1 - exp (-F)` and `F`. -/
theorem absorbed_bounds (hF : 0 < F) (hG : 0 < G) (hT : 0 < T) (hp : IsPopulation F G T p) :
    1 - Real.exp (-F) < absorbed F T p ∧ absorbed F T p < F := by
  have hGT : 0 < G * T := mul_pos hG hT
  have hs : 0 < F + G * T := add_pos hF hGT
  have h1 : shortfall (F + G * T) < shortfall F :=
    shortfall_strictAntiOn (mem_Ioi.2 hF) (mem_Ioi.2 hs) (by linarith)
  have h2 : 0 < shortfall (F + G * T) :=
    div_pos (by linarith [Real.add_one_lt_exp (neg_ne_zero.2 hs.ne')]) (pow_pos hs 2)
  rw [absorbed_eq hF hG hT hp, ← shortfall_fluence hF.ne']
  constructor
  · linarith [mul_lt_mul_of_pos_left h1 (pow_pos hF 2)]
  · linarith [mul_pos (pow_pos hF 2) h2]

end

end KShellPulseAbsorption
```

```lean
#print axioms KShellPulseAbsorption.population_solves
-- 'KShellPulseAbsorption.population_solves' depends on axioms: [propext, Classical.choice, Quot.sound]
#print axioms KShellPulseAbsorption.absorbed_strictMono_and_limits
-- 'KShellPulseAbsorption.absorbed_strictMono_and_limits' depends on axioms: [propext, Classical.choice, Quot.sound]
#print axioms KShellPulseAbsorption.absorbed_bounds
-- 'KShellPulseAbsorption.absorbed_bounds' depends on axioms: [propext, Classical.choice, Quot.sound]
```

## Uniqueness by an integrating factor

`population_zero` and `population_hasDerivAt` check the initial value and the rate equation for the explicit curve; `population_solves` combines them.

`IsPopulation.eq_population` shows that every population equals this curve during the pulse. It multiplies the difference of the two solutions by $e^{kt}$, which gives a function with zero derivative. The mean value theorem, `exists_hasDerivAt_eq_slope`, is applied between $0$ and $t$: the slope is zero and the function starts at zero, so it vanishes at $t$. The exponential is positive, hence the difference itself vanishes. The time $t=0$ is treated separately through the initial condition.

## The integral and its algebra

`integral_population` uses the antiderivative $\frac ak(Gt-p(t))$, whose derivative is $ap(t)$ by the rate equation. The fundamental theorem of calculus then gives the integral found above.

`absorbed_eq` replaces an arbitrary population by the explicit curve under the integral and rewrites $k$ as $(F+GT)/T$. The exponential is then replaced by a letter `E`, since the remaining identity is purely rational; `field_simp` and `ring` prove it.

## The sign of the derivative and the limits

In `shortfall_strictAntiOn`, the statement `key` is $g(s)>0$. The mean value theorem provides a $c$ between $0$ and $s$ with $g(s)/s=1-(c+1)e^{-c}$, which is positive by `Real.add_one_lt_exp`. The statement `hd` is the formula for $h'$, and `strictAntiOn_of_deriv_neg` turns its negative sign into strict decrease.

`shortfall_fluence` evaluates the closed form at $s=F$. The main theorem then treats its three claims in turn. Monotonicity follows from the decrease of $h$. The short-pulse limit follows from continuity of the closed form at $T=0$, and the long-pulse limit from squeezing $h$ between $0$ and $1/s$. In both limits `congr'` transfers the result from the closed form to the absorbed number, as the two agree for $T>0$. `absorbed_bounds` compares $h(F+GT)$ with $h(F)$ and with zero.
